# Inverting a two-state Fermi resonance: coupling and unperturbed energies from levels and bright-state weights

**Q:** Suppose I take the two observed levels of a Fermi dyad for the energies of the uncoupled states, say a stretching fundamental and a bending overtone, and fit anharmonic constants to them. The resonance shift then ends up in the constants. But do the positions alone not tell me how large that shift is?

**A:** They don't. Levels at 1388 and 1285 cm⁻¹ fit two uncoupled states 103 cm⁻¹ apart, and equally well two degenerate states with a coupling of 51.5 cm⁻¹. Two positions can't fix three parameters: the energy $E_1$ of the bright state, which carries the transition strength, the energy $E_2$ of the dark state, which carries none, and their coupling $W$. The missing number is the ratio $R$ of bright-state weights, upper level over lower. With $E_+>E_-$ for the observed levels and $W\neq0$,

$$W^2=\frac{R(E_+-E_-)^2}{(1+R)^2},\qquad E_1-E_2=(E_+-E_-)\frac{R-1}{R+1},\qquad |W|\le\frac{E_+-E_-}{2}.$$

```lean
import Mathlib

open Matrix

namespace FermiDyad

noncomputable section
```

**Q:** What is the Hamiltonian in the formal version?

**A:** A real symmetric matrix in an orthonormal basis, bright state first. Lean counts components from 0, so $u_0$ is the bright amplitude of a state $u$ and $u_1$ the dark one.

```lean
/-- The Hamiltonian of a Fermi dyad: a bright state of energy `E1` and a dark state of energy
`E2`, coupled by the real matrix element `W`. -/
def dyad (E1 E2 W : ℝ) : Matrix (Fin 2) (Fin 2) ℝ := !![E1, W; W, E2]
```

**Q:** And "observed level" means what? I don't want an unnormalised vector to slip in, since $R$ compares two different vectors.

**A:** It can't. `IsEigenstate H E u` requires both $Hu=Eu$ and $u\cdot u=1$.

```lean
/-- The vector `u` is a normalised eigenstate of `H` with energy `E`. -/
def IsEigenstate (H : Matrix (Fin 2) (Fin 2) ℝ) (E : ℝ) (u : Fin 2 → ℝ) : Prop :=
  H *ᵥ u = E • u ∧ u ⬝ᵥ u = 1
```

**Q:** I measure intensities, not squared components.

**A:** The link between them is physics that you supply. If the dark state has no transition moment of its own, the squared transition moment to a mixed state $u$ is that of the bright state times $u_0^2$. So $R$ is the intensity ratio of the two lines once frequency factors have been divided out, for transitions from a common initial state. If the dark state carries strength of its own, its transition moment contributes too, in general with interference, and the intensity ratio need not equal $R$. The file defines only the ratio of weights, $R=u_0^2/v_0^2$, with $u$ the upper and $v$ the lower state.

```lean
/-- The squared bright component of `u` over that of `v`. For normalised states with `v 0 ≠ 0` this
is the ratio of their bright-state weights; for `v 0 = 0` Lean returns 0. -/
def brightRatio (u v : Fin 2 → ℝ) : ℝ := (u 0) ^ 2 / (v 0) ^ 2
```

**Q:** Then derive the formulas for me, starting from the eigenvalue equation.

**A:** In components, the upper state satisfies

$$E_1u_0+Wu_1=E_+u_0,\qquad Wu_0+E_2u_1=E_+u_1,\qquad u_0^2+u_1^2=1,$$

and the lower state satisfies the same with $v$ and $E_-$. The next lemma is this translation. It unfolds the matrix product and the dot product, in both directions.

```lean
/-- The eigenvalue equation and the normalisation of a dyad state, written in components. -/
theorem isEigenstate_iff (E1 E2 W E : ℝ) (u : Fin 2 → ℝ) :
    IsEigenstate (dyad E1 E2 W) E u ↔
      E1 * u 0 + W * u 1 = E * u 0 ∧ W * u 0 + E2 * u 1 = E * u 1 ∧
        (u 0) ^ 2 + (u 1) ^ 2 = 1 := by
  constructor
  · rintro ⟨h, n⟩
    have h0 := congrFun h 0
    have h1 := congrFun h 1
    refine ⟨?_, ?_, ?_⟩
    · simpa [dyad, Matrix.mulVec, dotProduct, Fin.sum_univ_two] using h0
    · simpa [dyad, Matrix.mulVec, dotProduct, Fin.sum_univ_two] using h1
    · simp only [dotProduct, Fin.sum_univ_two] at n
      linear_combination n
  · rintro ⟨h0, h1, n⟩
    refine ⟨?_, ?_⟩
    · ext i
      fin_cases i
      · simpa [dyad, Matrix.mulVec, dotProduct, Fin.sum_univ_two] using h0
      · simpa [dyad, Matrix.mulVec, dotProduct, Fin.sum_univ_two] using h1
    · simp only [dotProduct, Fin.sum_univ_two]
      linear_combination n
```

**Q:** Those are six equations. How do the weights come out?

**A:** Through orthogonality first. Multiply the two equations for $u$ by $v_0$ and $v_1$, those for $v$ by $u_0$ and $u_1$, and subtract. The matrix is symmetric, so its elements cancel and $(E_+-E_-)(u_0v_0+u_1v_1)=0$ remains. The levels differ, hence $u_0v_0=-u_1v_1$.

Squaring and using the norms gives $u_0^2v_0^2=(1-u_0^2)(1-v_0^2)$, which simplifies to the sum rule

$$u_0^2+v_0^2=1.$$

It follows that $u_1^2=v_0^2$ and $v_1^2=u_0^2$. Multiplying $u_0v_0+u_1v_1=0$ by $u_0v_1+u_1v_0$ and using the norms again gives $u_0u_1+v_0v_1=0$.

Now take the first component equation of each state. Weighted with $u_0$ and $v_0$ and added, they give

$$E_1=E_+u_0^2+E_-v_0^2.$$

Weighted with $u_1$ and $v_1$ instead, they give $W=E_+u_0u_1+E_-v_0v_1=(E_+-E_-)u_0u_1$, so

$$W^2=(E_+-E_-)^2u_0^2v_0^2.$$

The second component equations, weighted with $u_1$ and $v_1$, give $E_2=E_+v_0^2+E_-u_0^2$.

**Q:** Does the Lean proof take the same route?

**A:** Yes. In the code below, `o` is orthogonality, `s` the sum rule, `x` the relation $u_0u_1+v_0v_1=0$, and `c` the equality $u_1^2=v_0^2$. Each `linear_combination` lists the factors by which earlier equations are multiplied before they are added, and Lean confirms that the resulting polynomial identity holds. The hypothesis `hE` says $E_-<E_+$, which keeps $u$ and $v$ from being the same state.

```lean
variable {E1 E2 W Ep Em : ℝ} {u v : Fin 2 → ℝ}

/-- For two distinct levels of a dyad, the bright-state weights add up to one, and they fix the
unperturbed energies and the square of the coupling. -/
theorem parameters_from_weights (hu : IsEigenstate (dyad E1 E2 W) Ep u)
    (hv : IsEigenstate (dyad E1 E2 W) Em v) (hE : Em < Ep) :
    (u 0) ^ 2 + (v 0) ^ 2 = 1 ∧
      E1 = Ep * (u 0) ^ 2 + Em * (v 0) ^ 2 ∧
      E2 = Ep * (v 0) ^ 2 + Em * (u 0) ^ 2 ∧
      W ^ 2 = (Ep - Em) ^ 2 * (u 0) ^ 2 * (v 0) ^ 2 := by
  obtain ⟨a0, a1, nu⟩ := (isEigenstate_iff _ _ _ _ _).mp hu
  obtain ⟨b0, b1, nv⟩ := (isEigenstate_iff _ _ _ _ _).mp hv
  -- eigenstates of different energy are orthogonal
  have o : u 0 * v 0 + u 1 * v 1 = 0 := by
    have h : (Ep - Em) * (u 0 * v 0 + u 1 * v 1) = 0 := by
      linear_combination -(v 0 * a0 + v 1 * a1 - u 0 * b0 - u 1 * b1)
    exact (mul_eq_zero.mp h).resolve_left (sub_ne_zero.mpr hE.ne')
  -- completeness of the two eigenstates
  have s : (u 0) ^ 2 + (v 0) ^ 2 = 1 := by
    linear_combination (u 0 * v 0 - u 1 * v 1) * o + (u 1) ^ 2 * nv + (1 - (v 0) ^ 2) * nu
  have x : u 0 * u 1 + v 0 * v 1 = 0 := by
    linear_combination (u 0 * v 1 + u 1 * v 0) * o - u 0 * u 1 * nv - v 0 * v 1 * nu
  have c : (u 1) ^ 2 = (v 0) ^ 2 := by linear_combination nu - s
  have hW : W = (Ep - Em) * (u 0 * u 1) := by
    linear_combination u 1 * a0 + v 1 * b0 - E1 * x - W * (nu + nv - s) + Em * x
  refine ⟨s, ?_, ?_, ?_⟩
  · linear_combination u 0 * a0 + v 0 * b0 - W * x - E1 * s
  · linear_combination u 1 * a1 + v 1 * b1 - W * x - E2 * (nu + nv - s)
      + Ep * (nu - s) + Em * (nv - s)
  · linear_combination (W + (Ep - Em) * (u 0 * u 1)) * hW + (Ep - Em) ^ 2 * (u 0) ^ 2 * c
```

**Q:** Where does the familiar square-root splitting appear?

**A:** Subtract the two energies: $E_1-E_2=(E_+-E_-)(u_0^2-v_0^2)$. Since $(u_0^2-v_0^2)^2+4u_0^2v_0^2=(u_0^2+v_0^2)^2=1$, we get

$$(E_+-E_-)^2=(E_1-E_2)^2+4W^2.$$

The proof names the first relation `d` and combines it with the formula for $W^2$ and the sum rule.

```lean
/-- The squared splitting of two distinct dyad levels is the squared unperturbed splitting plus
four times the squared coupling. -/
theorem splitting_sq (hu : IsEigenstate (dyad E1 E2 W) Ep u)
    (hv : IsEigenstate (dyad E1 E2 W) Em v) (hE : Em < Ep) :
    (Ep - Em) ^ 2 = (E1 - E2) ^ 2 + 4 * W ^ 2 := by
  obtain ⟨s, h1, h2, hW⟩ := parameters_from_weights hu hv hE
  have d : E1 - E2 = (Ep - Em) * ((u 0) ^ 2 - (v 0) ^ 2) := by linear_combination h1 - h2
  linear_combination -(E1 - E2 + (Ep - Em) * ((u 0) ^ 2 - (v 0) ^ 2)) * d - 4 * hW
    - (Ep - Em) ^ 2 * ((u 0) ^ 2 + (v 0) ^ 2 + 1) * s
```

**Q:** So the bound on $|W|$ needs no intensities at all.

**A:** None, nor does it need $W\neq0$. The term $(E_1-E_2)^2$ is nonnegative, so $4W^2\le(E_+-E_-)^2$, and one takes the root. In Lean, `nlinarith` supplies the inequality between squares and `abs_le_of_sq_le_sq` the root.

```lean
/-- The magnitude of the coupling in a dyad with levels `Em < Ep` is at most half the observed
splitting. -/
theorem coupling_le (hu : IsEigenstate (dyad E1 E2 W) Ep u)
    (hv : IsEigenstate (dyad E1 E2 W) Em v) (hE : Em < Ep) :
    |W| ≤ (Ep - Em) / 2 := by
  have h := splitting_sq hu hv hE
  apply abs_le_of_sq_le_sq _ (by linarith)
  nlinarith [sq_nonneg (E1 - E2)]
```

**Q:** Can the bound be reached?

**A:** Exactly when the unperturbed states are degenerate. If $|W|=(E_+-E_-)/2$, the splitting relation leaves $(E_1-E_2)^2=0$. If $E_1=E_2$, it leaves $4W^2=(E_+-E_-)^2$, and both $|W|$ and half the splitting are nonnegative. The two halves of the proof are these two directions.

```lean
/-- For dyad levels `Em < Ep`, the magnitude of the coupling equals half the observed splitting
exactly when the unperturbed states are degenerate. -/
theorem coupling_eq_iff (hu : IsEigenstate (dyad E1 E2 W) Ep u)
    (hv : IsEigenstate (dyad E1 E2 W) Em v) (hE : Em < Ep) :
    |W| = (Ep - Em) / 2 ↔ E1 = E2 := by
  have h := splitting_sq hu hv hE
  have hs := sq_abs W
  constructor
  · intro e
    rw [e] at hs
    have z : (E1 - E2) ^ 2 = 0 := by linear_combination 4 * hs - h
    exact sub_eq_zero.mp (pow_eq_zero_iff (two_ne_zero)|>.mp z)
  · intro e
    have z : |W| ^ 2 = ((Ep - Em) / 2) ^ 2 := by
      rw [e] at h
      linear_combination hs - h / 4
    exact (sq_eq_sq₀ (abs_nonneg W) (by linarith)).mp z
```

**Q:** Now the inversion. You divide by $v_0^2$. What if the lower level has no bright character?

**A:** That is what $W\neq0$ prevents: $W^2$ contains the factor $v_0^2$, so $v_0=0$ would force $W=0$. For an uncoupled pair with $E_1>E_2$ the lower level is purely dark. Lean's convention for division by zero would then return $R=0$, and the formula for $E_1-E_2$ would have the wrong sign.

With $v_0\neq0$ we have $u_0^2=Rv_0^2$, and the sum rule becomes $(1+R)v_0^2=1$. Hence

$$v_0^2=\frac1{1+R},\qquad u_0^2=\frac R{1+R}.$$

Inserting these in the expressions for $E_1$, $E_2$ and $W^2$ gives

$$E_1=\frac{RE_++E_-}{1+R},\qquad E_2=\frac{E_++RE_-}{1+R},$$

together with the formula for $W^2$. The difference of the two energies is the formula for $E_1-E_2$.

**Q:** And the theorem states all of that?

**A:** It states the three relations I began with and the two individual energies. The hypothesis `hR` merely names the ratio. In the proof, `r` is $Rv_0^2=u_0^2$ and `q` is $(1+R)v_0^2=1$, which also shows that $1+R$ is nonzero. The equations `e1` and `e2` are the energies with the denominator cleared, and `eq_div_iff` restores the fractions.

```lean
/-- Fermi dyad inversion: for nonzero coupling and levels `Em < Ep`, the observed splitting and the
ratio `R` of bright-state weights (upper level over lower) give the squared coupling and the
unperturbed splitting. The two levels and `R` give the individual unperturbed energies, and half the
observed splitting bounds the magnitude of the coupling. -/
theorem dyad_inversion (hW : W ≠ 0) (hu : IsEigenstate (dyad E1 E2 W) Ep u)
    (hv : IsEigenstate (dyad E1 E2 W) Em v) (hE : Em < Ep) {R : ℝ} (hR : R = brightRatio u v) :
    W ^ 2 = R * (Ep - Em) ^ 2 / (1 + R) ^ 2 ∧
      E1 - E2 = (Ep - Em) * (R - 1) / (R + 1) ∧
      E1 = (R * Ep + Em) / (1 + R) ∧
      E2 = (Ep + R * Em) / (1 + R) ∧
      |W| ≤ (Ep - Em) / 2 := by
  obtain ⟨s, h1, h2, h3⟩ := parameters_from_weights hu hv hE
  -- the coupling lends bright character to the lower level, so the ratio is meaningful
  have v0 : (v 0) ^ 2 ≠ 0 := by
    intro z
    rw [z, mul_zero] at h3
    exact pow_ne_zero 2 hW h3
  have r : R * (v 0) ^ 2 = (u 0) ^ 2 := by
    rw [hR, brightRatio, div_mul_cancel₀ _ v0]
  have q : (1 + R) * (v 0) ^ 2 = 1 := by linear_combination r + s
  have R1 : 1 + R ≠ 0 := by
    intro z
    rw [z, zero_mul] at q
    exact zero_ne_one q
  have e1 : E1 * (1 + R) = R * Ep + Em := by
    linear_combination (1 + R) * h1 - Ep * (1 + R) * r + Ep * R * q + Em * q
  have e2 : E2 * (1 + R) = Ep + R * Em := by
    linear_combination (1 + R) * h2 + Ep * q - Em * (1 + R) * r + Em * R * q
  refine ⟨?_, ?_, (eq_div_iff R1).mpr e1, (eq_div_iff R1).mpr e2, coupling_le hu hv hE⟩
  · rw [eq_div_iff (pow_ne_zero 2 R1)]
    linear_combination (1 + R) ^ 2 * h3 - (Ep - Em) ^ 2 * (1 + R) ^ 2 * (v 0) ^ 2 * r
      + (Ep - Em) ^ 2 * R * ((1 + R) * (v 0) ^ 2 + 1) * q
  · rw [eq_div_iff (by rwa [add_comm] at R1)]
    linear_combination e1 - e2
```

**Q:** The sign of $W$ is missing.

**A:** Levels and weights don't contain it. Reversing the sign of the dark basis vector changes $W$ to $-W$ and leaves both unchanged.

**Q:** And the numbers from the beginning?

**A:** They are the bound with the levels put in: half of $1388-1285=103$ is 51.5. The theorem has bare numbers, so the unit is whichever one you use for all the energies. `norm_num` checks the order of the levels and does the arithmetic.

```lean
/-- A dyad with levels at 1388 and 1285 has a coupling of magnitude at most 51.5, in the same units.
-/
theorem coupling_le_1388_1285 (hu : IsEigenstate (dyad E1 E2 W) 1388 u)
    (hv : IsEigenstate (dyad E1 E2 W) 1285 v) : |W| ≤ 51.5 := by
  have h := coupling_le hu hv (by norm_num)
  norm_num at h ⊢
  exact h
```

**Q:** One more doubt. Perhaps your hypotheses are so restrictive that only special data satisfy them.

**A:** The converse answers that. Choose any levels and any real $t$, and set

$$E_1=\frac{t^2E_++E_-}{1+t^2},\quad E_2=\frac{E_++t^2E_-}{1+t^2},\quad W=\frac{t(E_+-E_-)}{1+t^2}.$$

The normalised states $u=(t,1)/\sqrt{1+t^2}$ and $v=(1,-t)/\sqrt{1+t^2}$ have energies $E_+$ and $E_-$. For the first component of $Hu$, for example, the numerator is

$$t(t^2E_++E_-)+t(E_+-E_-)=t(1+t^2)E_+,$$

as required, and the other three components work the same way. The ratio of bright weights is $t^2$. For $E_+>E_-$ and $t\neq0$, the two signs of $t$ give the two signs of the coupling.

The proof replaces the square root by a symbol `s` with $s^2=1+t^2$. Then `field_simp` clears the denominators, `ring` settles the eigenvalue equations, and the relation for $s^2$ settles the norms.

```lean
/-- Conversely, for all real `Ep`, `Em` and `t`, an explicit dyad has eigenstates at `Ep` and `Em`
whose bright-state weights have the ratio `t ^ 2`. -/
theorem dyad_reconstruction (Ep Em t : ℝ) :
    let H := dyad ((t ^ 2 * Ep + Em) / (1 + t ^ 2)) ((Ep + t ^ 2 * Em) / (1 + t ^ 2))
      (t * (Ep - Em) / (1 + t ^ 2))
    let u := ![t / √(1 + t ^ 2), 1 / √(1 + t ^ 2)]
    let v := ![1 / √(1 + t ^ 2), -t / √(1 + t ^ 2)]
    IsEigenstate H Ep u ∧ IsEigenstate H Em v ∧ brightRatio u v = t ^ 2 := by
  have p : 0 < 1 + t ^ 2 := by positivity
  have p0 : 1 + t ^ 2 ≠ 0 := p.ne'
  have hs : √(1 + t ^ 2) ^ 2 = 1 + t ^ 2 := Real.sq_sqrt p.le
  have s0 : √(1 + t ^ 2) ≠ 0 := (Real.sqrt_pos.mpr p).ne'
  generalize √(1 + t ^ 2) = s at hs s0 ⊢
  intro H u v
  refine ⟨(isEigenstate_iff _ _ _ _ _).mpr ⟨?_, ?_, ?_⟩,
    (isEigenstate_iff _ _ _ _ _).mpr ⟨?_, ?_, ?_⟩, ?_⟩ <;>
    simp only [u, v, brightRatio, Matrix.cons_val_zero, Matrix.cons_val_one]
  · field_simp
    ring
  · field_simp
    ring
  · field_simp
    linear_combination -hs
  · field_simp
    ring
  · field_simp
    ring
  · field_simp
    linear_combination -hs
  · rw [div_pow, div_pow, one_pow, div_div_div_cancel_right₀ (pow_ne_zero 2 s0), div_one]

end

end FermiDyad
```

```lean
#print axioms FermiDyad.coupling_eq_iff
-- 'FermiDyad.coupling_eq_iff' depends on axioms: [propext, Classical.choice, Quot.sound]
#print axioms FermiDyad.dyad_inversion
-- 'FermiDyad.dyad_inversion' depends on axioms: [propext, Classical.choice, Quot.sound]
#print axioms FermiDyad.coupling_le_1388_1285
-- 'FermiDyad.coupling_le_1388_1285' depends on axioms: [propext, Classical.choice, Quot.sound]
#print axioms FermiDyad.dyad_reconstruction
-- 'FermiDyad.dyad_reconstruction' depends on axioms: [propext, Classical.choice, Quot.sound]
```

**Q:** So any two distinct levels and any positive ratio can be fitted. Then a successful fit is no evidence that the two-state model is right.

**A:** Correct: three data determine three parameters, up to the sign of $W$. The theorems take the isolated two-level matrix as given. If a third state takes part in the resonance, the formulas still return numbers, but these are effective parameters.

**Q:** Where would I meet this step in an actual calculation?

**A:** In second-order vibrational perturbation theory (VPT2), a Fermi resonance shows up as a term with a nearly vanishing denominator. A common treatment removes that term from the sum, which leaves deperturbed energies, and puts the interaction back by diagonalising a small matrix. For an isolated dyad that matrix is `dyad`, with the deperturbed energies on the diagonal and a coupling that is, to leading order, proportional to a cubic force constant. The inversion runs the other way, from a spectrum to the matrix elements.

Take the levels 1388 and 1285 cm⁻¹ and suppose, purely for illustration, that the corrected intensity ratio is $R=1.5$. Then

$$E_1=\frac{1.5\cdot1388+1285}{2.5}=1346.8,\qquad E_2=\frac{1388+1.5\cdot1285}{2.5}=1326.2,$$

and $|W|=103\sqrt{1.5}/2.5\approx50.5$, all in cm⁻¹. The unperturbed states lie 20.6 cm⁻¹ apart, not 103. The values 1346.8 and 1326.2 are the ones to compare with the deperturbed VPT2 energies, and 50.5 is the one to compare with the computed coupling.
